# Fourth- and fifth-order energies from $\psi_1$ and $\psi_2$: Wigner's $2n+1$ rule for $n=2$

## Question

Let $X$ be a complex inner product space whose product $\langle\cdot,\cdot\rangle$ is conjugate-linear in the first slot, and let $H_0$ and $V$ be symmetric linear maps on $X$, so that $\langle H_0 x,y\rangle=\langle x,H_0 y\rangle$ and likewise for $V$. Expand an eigenpair of $H_0+\lambda V$ in the real parameter $\lambda$ as $E=\sum_k\lambda^kE_k$ and $\psi=\sum_k\lambda^k\psi_k$, with real $E_k$ and intermediate normalisation: $\|\psi_0\|=1$ and $\langle\psi_0,\psi_k\rangle=0$ for $k\ge1$. Collecting powers of $\lambda$ gives $H_0\psi_0=E_0\psi_0$ and, at order $n+1$,

$$H_0\psi_{n+1}+V\psi_n=\sum_{k=0}^{n+1}E_k\,\psi_{n+1-k}.$$

If these equations hold through fifth order, I expect $E_4$ and $E_5$ to need only $\psi_1$, $\psi_2$ and the lower energies:

$$E_4=\langle\psi_1,(V-E_1)\psi_2\rangle-E_2\|\psi_1\|^2,$$

$$E_5=\langle\psi_2,(V-E_1)\psi_2\rangle-2E_2\operatorname{Re}\langle\psi_1,\psi_2\rangle-E_3\|\psi_1\|^2.$$

How is this derived, and how can it be stated and proved in Lean 4 with Mathlib?

## Answer

### How the statement is encoded

The space `X` is an arbitrary complex inner product space. Neither finite dimension nor completeness is required. Mathlib's `⟪x, y⟫_ℂ` is conjugate-linear in `x`, which is the bra–ket convention of the question. The operators are linear maps `X →ₗ[ℂ] X`, defined on all of `X`, and `H0.IsSymmetric` is the identity $\langle H_0x,y\rangle=\langle x,H_0y\rangle$ for all $x,y$. An unbounded Hamiltonian fits only if `X` is taken to be a subspace that $H_0$ and $V$ both map into itself and that contains every $\psi_k$.

The parameter $\lambda$ never appears. The coefficients are two sequences, `E : ℕ → ℝ` and `ψ : ℕ → X`, with the same index $k$ as in the formulas. The structure `IsSolution H0 V E ψ N` says that they solve the order equations through order $N$. Its field `norm_zero` is $\|\psi_0\|=1$, `orth` is $\langle\psi_0,\psi_k\rangle=0$ for $1\le k\le N$, `order_zero` is the unperturbed eigenvalue equation, and `order` is the equation of order $n+1$ for every $n$ with $n+1\le N$. The sum over `range (n + 2)` runs over $k=0,\dots,n+1$, so the natural-number subtraction in `ψ (n + 1 - k)` never truncates. Coefficients beyond order $N$ are unconstrained. The map `shifted V e` is $V-e$ for a real number $e$.

The main theorem `wigner_rule_two` reads: for symmetric $H_0$ and $V$ and any solution through order $5$, the two formulas of the question hold as equalities of complex numbers. The fourth-order formula is also available separately as `energy_four`, for any $N\ge4$.

Three things are assumed and not derived: that a solution exists, that its energies are real, and that the perturbation is linear in $\lambda$. Non-degeneracy of $E_0$ is not assumed, since the identities hold for whichever solution is supplied. Convergence of the series plays no part. The $2n+1$ rule in general form says that $\psi_0,\dots,\psi_n$ fix the energies through order $2n+1$ for every $n$, and the closed formulas proved here are those for $n=2$. In a one-dimensional $X$ the vectors $\psi_1,\dots,\psi_5$ vanish and both formulas read $0=0$, while $E_1$ can be non-zero.

In electronic structure, Møller–Plesset theory in a finite basis has this form, with $H_0$ the sum of Fock operators and $V$ the remainder of the Hamiltonian, so the formulas give its fourth- and fifth-order energies whenever the order equations are solvable. Response theories in which the operator depends on the state are not of this linear one-parameter form.

### Derivation by hand

Write $S_{pq}=\langle\psi_p,\psi_q\rangle$ and $W_{pq}=\langle\psi_p,V\psi_q\rangle$. Intermediate normalisation is $S_{00}=1$ and $S_{0k}=S_{k0}=0$ for $1\le k\le N$.

Take the product of the order-$(n+1)$ equation with any vector $\varphi$, once with $\varphi$ in the bra and once in the ket:

$$\langle\varphi,H_0\psi_{n+1}\rangle+\langle\varphi,V\psi_n\rangle=\sum_{k=0}^{n+1}E_k\langle\varphi,\psi_{n+1-k}\rangle,$$

$$\langle H_0\psi_{n+1},\varphi\rangle+\langle V\psi_n,\varphi\rangle=\sum_{k=0}^{n+1}E_k\langle\psi_{n+1-k},\varphi\rangle.$$

The second line would carry $\overline{E_k}$, which equals $E_k$ because the energies are real.

Put $\varphi=\psi_0$ in the first line. Symmetry gives $\langle\psi_0,H_0\psi_{n+1}\rangle=\langle H_0\psi_0,\psi_{n+1}\rangle=E_0S_{0,n+1}=0$. On the right only $k=n+1$ survives, with $S_{00}=1$. Hence

$$E_{n+1}=W_{0n}.$$

So $E_4=W_{03}$ and $E_5=W_{04}$, and the task is to move orders from the ket to the bra. Take indices $p,q$ with $p+1\le N$ and $q+1\le N$. Project order $q+1$ on $\psi_{p+1}$ in the bra and order $p+1$ on $\psi_{q+1}$ in the ket:

$$\langle\psi_{p+1},H_0\psi_{q+1}\rangle+W_{p+1,q}=\sum_{k=0}^{q+1}E_kS_{p+1,\,q+1-k},$$

$$\langle H_0\psi_{p+1},\psi_{q+1}\rangle+\langle V\psi_p,\psi_{q+1}\rangle=\sum_{k=0}^{p+1}E_kS_{p+1-k,\,q+1}.$$

By symmetry of $H_0$ the first terms agree, and by symmetry of $V$ the term $\langle V\psi_p,\psi_{q+1}\rangle$ is $W_{p,q+1}$. Subtracting gives the index shift

$$W_{p+1,q}-W_{p,q+1}=\sum_{k=0}^{q+1}E_kS_{p+1,\,q+1-k}-\sum_{k=0}^{p+1}E_kS_{p+1-k,\,q+1}.$$

For fourth order take $(p,q)=(0,2)$:

$$W_{12}-W_{03}=(E_0S_{13}+E_1S_{12}+E_2S_{11}+E_3S_{10})-(E_0S_{13}+E_1S_{03})=E_1S_{12}+E_2S_{11}.$$

Therefore $E_4=W_{03}=W_{12}-E_1S_{12}-E_2S_{11}$, which is the first formula because $W_{12}-E_1S_{12}=\langle\psi_1,(V-E_1)\psi_2\rangle$ and $S_{11}=\|\psi_1\|^2$. Rearranged, $\langle\psi_1,(V-E_1)\psi_2\rangle=E_4+E_2\|\psi_1\|^2$, so this off-diagonal element is real.

For fifth order two shifts are needed. With $(p,q)=(0,3)$,

$$W_{13}-W_{04}=(E_0S_{14}+E_1S_{13}+E_2S_{12}+E_3S_{11}+E_4S_{10})-(E_0S_{14}+E_1S_{04})=E_1S_{13}+E_2S_{12}+E_3S_{11}.$$

With $(p,q)=(1,2)$,

$$W_{22}-W_{13}=(E_0S_{23}+E_1S_{22}+E_2S_{21}+E_3S_{20})-(E_0S_{23}+E_1S_{13}+E_2S_{03})=E_1S_{22}+E_2S_{21}-E_1S_{13}.$$

Adding the two lines removes $W_{13}$ and $E_1S_{13}$, the last quantities that contain $\psi_3$:

$$W_{22}-W_{04}=E_1S_{22}+E_2(S_{12}+S_{21})+E_3S_{11}.$$

Since $S_{21}=\overline{S_{12}}$, the bracket is $2\operatorname{Re}S_{12}$, and $E_5=W_{04}$ gives the second formula.

A two-level system supplies a concrete case. Take

$$H_0=\begin{pmatrix}0&0\\0&1\end{pmatrix},\qquad V=\begin{pmatrix}0&1\\1&2\end{pmatrix},\qquad\psi_0=(1,0),\qquad\psi_k=(0,c_k)\ \ (k\ge1).$$

The first component of the order equations gives $E_0=E_1=0$ and $E_{n+1}=c_n$ for $n\ge1$. The second gives $c_1=-1$ and $c_{n+1}=-2c_n+\sum_{k=2}^{n}E_kc_{n+1-k}$ for $n\ge1$, the sum being empty at $n=1$. The result is $c_1,\dots,c_5=-1,2,-3,2,6$ and $E_2,\dots,E_5=-1,2,-3,2$. Here $W_{pq}=2c_pc_q$ and $S_{pq}=c_pc_q$ for $p,q\ge1$, so the formulas give $E_4=-4+1=-3$ and $E_5=8-4-2=2$. The vector $\psi=(1,c)$ with $c=\sum_k\lambda^kc_k$ is not a unit vector. The normalised state is $(1,c)/\sqrt{1+c^2}$, with $1+c^2=1+\lambda^2-4\lambda^3+\cdots$.

### The Lean file

```lean
import Mathlib

open scoped InnerProductSpace
open Finset

namespace WignerRuleFifthOrder

noncomputable section

variable {X : Type*} [NormedAddCommGroup X] [InnerProductSpace ℂ X]

/-- An intermediate-normalised Rayleigh-Schroedinger solution through order `N`: unit `ψ₀`,
corrections orthogonal to `ψ₀`, and `H0 ψₙ₊₁ + V ψₙ = ∑ₖ Eₖ ψₙ₊₁₋ₖ` at each order. -/
structure IsSolution (H0 V : X →ₗ[ℂ] X) (E : ℕ → ℝ) (ψ : ℕ → X) (N : ℕ) : Prop where
  norm_zero : ‖ψ 0‖ = 1
  orth : ∀ k, 1 ≤ k → k ≤ N → ⟪ψ 0, ψ k⟫_ℂ = 0
  order_zero : H0 (ψ 0) = (E 0 : ℂ) • ψ 0
  order : ∀ n, n + 1 ≤ N →
    H0 (ψ (n + 1)) + V (ψ n) = ∑ k ∈ range (n + 2), (E k : ℂ) • ψ (n + 1 - k)

/-- The perturbation shifted by a real energy, `V - e`. -/
def shifted (V : X →ₗ[ℂ] X) (e : ℝ) : X →ₗ[ℂ] X := V - (e : ℂ) • LinearMap.id

variable {H0 V : X →ₗ[ℂ] X} {E : ℕ → ℝ} {ψ : ℕ → X} {N : ℕ}

/-- The equation of order `n + 1` projected on an arbitrary vector `φ`, with `φ` in the bra
and with `φ` in the ket. -/
theorem order_projected (h : IsSolution H0 V E ψ N) (n : ℕ) (hn : n + 1 ≤ N) (φ : X) :
    ⟪φ, H0 (ψ (n + 1))⟫_ℂ + ⟪φ, V (ψ n)⟫_ℂ
        = ∑ k ∈ range (n + 2), (E k : ℂ) * ⟪φ, ψ (n + 1 - k)⟫_ℂ ∧
      ⟪H0 (ψ (n + 1)), φ⟫_ℂ + ⟪V (ψ n), φ⟫_ℂ
        = ∑ k ∈ range (n + 2), (E k : ℂ) * ⟪ψ (n + 1 - k), φ⟫_ℂ := by
  constructor
  · rw [← inner_add_right, h.order n hn, inner_sum]
    simp only [inner_smul_right]
  · rw [← inner_add_left, h.order n hn, sum_inner]
    simp only [inner_smul_left, Complex.conj_ofReal]

/-- For symmetric `H0` the energy of order `n + 1` is `⟨ψ₀, V ψₙ⟩`. -/
theorem energy_succ (h : IsSolution H0 V E ψ N) (hH : H0.IsSymmetric) (n : ℕ)
    (hn : n + 1 ≤ N) : (E (n + 1) : ℂ) = ⟪ψ 0, V (ψ n)⟫_ℂ := by
  have a := (order_projected h n hn (ψ 0)).1
  have h00 : ⟪ψ 0, ψ 0⟫_ℂ = 1 := by
    rw [inner_self_eq_norm_sq_to_K, h.norm_zero]
    simp
  -- `H0` acts to the left on its eigenvector `ψ₀`
  have h0 : ⟪ψ 0, H0 (ψ (n + 1))⟫_ℂ = 0 := by
    rw [← hH (ψ 0) (ψ (n + 1)), h.order_zero, inner_smul_left,
      h.orth (n + 1) (by omega) hn, mul_zero]
  -- all corrections drop out by intermediate normalisation
  have h1 : ∑ k ∈ range (n + 1), (E k : ℂ) * ⟪ψ 0, ψ (n + 1 - k)⟫_ℂ = 0 := by
    refine Finset.sum_eq_zero fun k hk => ?_
    have := Finset.mem_range.1 hk
    rw [h.orth (n + 1 - k) (by omega) (by omega), mul_zero]
  rw [Finset.sum_range_succ, h1, Nat.sub_self, h00, h0] at a
  linear_combination -a

/-- Index shift: for symmetric `H0` and `V`, moving one order from the ket to the bra changes
the matrix element of `V` by a combination of energies and overlaps. -/
theorem index_shift (h : IsSolution H0 V E ψ N) (hH : H0.IsSymmetric) (hV : V.IsSymmetric)
    (p q : ℕ) (hp : p + 1 ≤ N) (hq : q + 1 ≤ N) :
    ⟪ψ (p + 1), V (ψ q)⟫_ℂ - ⟪ψ p, V (ψ (q + 1))⟫_ℂ
      = ∑ k ∈ range (q + 2), (E k : ℂ) * ⟪ψ (p + 1), ψ (q + 1 - k)⟫_ℂ
        - ∑ k ∈ range (p + 2), (E k : ℂ) * ⟪ψ (p + 1 - k), ψ (q + 1)⟫_ℂ := by
  have a := (order_projected h q hq (ψ (p + 1))).1
  have b := (order_projected h p hp (ψ (q + 1))).2
  -- by symmetry both equations contain the same matrix element of `H0`
  rw [hH (ψ (p + 1)) (ψ (q + 1)), hV (ψ p) (ψ (q + 1))] at b
  linear_combination a - b

/-- For a solution through at least fourth order,
with symmetric `H0` and `V`, `E₄ = ⟨ψ₁, (V - E₁) ψ₂⟩ - E₂ ‖ψ₁‖²`. -/
theorem energy_four (h : IsSolution H0 V E ψ N) (hH : H0.IsSymmetric) (hV : V.IsSymmetric)
    (hN : 4 ≤ N) :
    (E 4 : ℂ) = ⟪ψ 1, shifted V (E 1) (ψ 2)⟫_ℂ - (E 2 : ℂ) * (‖ψ 1‖ : ℂ) ^ 2 := by
  have e : (E 4 : ℂ) = ⟪ψ 0, V (ψ 3)⟫_ℂ := energy_succ h hH 3 (by omega)
  have o3 : ⟪ψ 0, ψ 3⟫_ℂ = 0 := h.orth 3 (by omega) (by omega)
  have o1 : ⟪ψ 1, ψ 0⟫_ℂ = 0 := inner_eq_zero_symm.1 (h.orth 1 (by omega) (by omega))
  have n1 : ⟪ψ 1, ψ 1⟫_ℂ = (‖ψ 1‖ : ℂ) ^ 2 := inner_self_eq_norm_sq_to_K _
  -- one shift: (0,3) → (1,2)
  have s := index_shift h hH hV 0 2 (by omega) (by omega)
  simp only [Finset.sum_range_succ, Finset.sum_range_zero, Nat.reduceAdd, Nat.reduceSub,
    o3, o1, n1] at s
  simp only [shifted, LinearMap.sub_apply, LinearMap.smul_apply, LinearMap.id_apply,
    inner_sub_right, inner_smul_right]
  linear_combination e - s

/-- For a solution through at least fourth order, with symmetric `H0` and `V`,
`⟨ψ₁, (V - E₁) ψ₂⟩` is real. -/
theorem mixed_element_real (h : IsSolution H0 V E ψ N) (hH : H0.IsSymmetric)
    (hV : V.IsSymmetric) (hN : 4 ≤ N) : (⟪ψ 1, shifted V (E 1) (ψ 2)⟫_ℂ).im = 0 := by
  have e := energy_four h hH hV hN
  have r : ⟪ψ 1, shifted V (E 1) (ψ 2)⟫_ℂ = ((E 4 + E 2 * ‖ψ 1‖ ^ 2 : ℝ) : ℂ) := by
    push_cast
    linear_combination -e
  rw [r, Complex.ofReal_im]

/-- Wigner's 2n+1 rule for n = 2: for symmetric `H0`, `V` and a solution through fifth order,
`E₄ = ⟨ψ₁,(V-E₁)ψ₂⟩ - E₂‖ψ₁‖²` and `E₅ = ⟨ψ₂,(V-E₁)ψ₂⟩ - 2E₂ Re⟨ψ₁,ψ₂⟩ - E₃‖ψ₁‖²`. -/
theorem wigner_rule_two (h : IsSolution H0 V E ψ 5) (hH : H0.IsSymmetric)
    (hV : V.IsSymmetric) :
    (E 4 : ℂ) = ⟪ψ 1, shifted V (E 1) (ψ 2)⟫_ℂ - (E 2 : ℂ) * (‖ψ 1‖ : ℂ) ^ 2 ∧
      (E 5 : ℂ) = ⟪ψ 2, shifted V (E 1) (ψ 2)⟫_ℂ
        - 2 * (E 2 : ℂ) * ((⟪ψ 1, ψ 2⟫_ℂ).re : ℂ) - (E 3 : ℂ) * (‖ψ 1‖ : ℂ) ^ 2 := by
  refine ⟨energy_four h hH hV (by omega), ?_⟩
  have e : (E 5 : ℂ) = ⟪ψ 0, V (ψ 4)⟫_ℂ := energy_succ h hH 4 (by omega)
  have o3 : ⟪ψ 0, ψ 3⟫_ℂ = 0 := h.orth 3 (by omega) (by omega)
  have o4 : ⟪ψ 0, ψ 4⟫_ℂ = 0 := h.orth 4 (by omega) (by omega)
  have o1 : ⟪ψ 1, ψ 0⟫_ℂ = 0 := inner_eq_zero_symm.1 (h.orth 1 (by omega) (by omega))
  have o2 : ⟪ψ 2, ψ 0⟫_ℂ = 0 := inner_eq_zero_symm.1 (h.orth 2 (by omega) (by omega))
  have n1 : ⟪ψ 1, ψ 1⟫_ℂ = (‖ψ 1‖ : ℂ) ^ 2 := inner_self_eq_norm_sq_to_K _
  have r : ⟪ψ 1, ψ 2⟫_ℂ + ⟪ψ 2, ψ 1⟫_ℂ = 2 * ((⟪ψ 1, ψ 2⟫_ℂ).re : ℂ) := by
    rw [← inner_conj_symm (ψ 2) (ψ 1), Complex.add_conj, Complex.ofReal_mul,
      Complex.ofReal_ofNat]
  -- two shifts: (0,4) → (1,3) → (2,2); the overlap ⟨ψ₁,ψ₃⟩ cancels between them
  have s1 := index_shift h hH hV 0 3 (by omega) (by omega)
  have s2 := index_shift h hH hV 1 2 (by omega) (by omega)
  simp only [Finset.sum_range_succ, Finset.sum_range_zero, Nat.reduceAdd, Nat.reduceSub,
    o1, o2, o3, o4, n1] at s1 s2
  simp only [shifted, LinearMap.sub_apply, LinearMap.smul_apply, LinearMap.id_apply,
    inner_sub_right, inner_smul_right]
  linear_combination e - s1 - s2 - (E 2 : ℂ) * r

/-- The unperturbed two-level Hamiltonian `diag(0, 1)`. -/
def twoH0 : EuclideanSpace ℂ (Fin 2) →ₗ[ℂ] EuclideanSpace ℂ (Fin 2) where
  toFun x := !₂[0, x 1]
  map_add' x y := by
    ext i
    fin_cases i <;> simp
  map_smul' c x := by
    ext i
    fin_cases i <;> simp

/-- The two-level perturbation with rows `(0, 1)` and `(1, 2)`. -/
def twoV : EuclideanSpace ℂ (Fin 2) →ₗ[ℂ] EuclideanSpace ℂ (Fin 2) where
  toFun x := !₂[x 1, x 0 + 2 * x 1]
  map_add' x y := by
    ext i
    fin_cases i <;> simp
    ring
  map_smul' c x := by
    ext i
    fin_cases i <;> simp
    ring

/-- Energy coefficients of the two-level model through fifth order. -/
def twoE : ℕ → ℝ
  | 2 => -1
  | 3 => 2
  | 4 => -3
  | 5 => 2
  | _ => 0

/-- Wavefunction coefficients of the two-level model through fifth order. -/
def twoPsi : ℕ → EuclideanSpace ℂ (Fin 2)
  | 0 => !₂[1, 0]
  | 1 => !₂[0, -1]
  | 2 => !₂[0, 2]
  | 3 => !₂[0, -3]
  | 4 => !₂[0, 2]
  | 5 => !₂[0, 6]
  | _ => 0

/-- The two-level model has symmetric `H0` and `V` and is a solution through fifth order,
with `E₄ = -3` and `E₅ = 2`. -/
theorem wigner_rule_two_witness :
    twoH0.IsSymmetric ∧ twoV.IsSymmetric ∧ IsSolution twoH0 twoV twoE twoPsi 5 ∧
      twoE 4 = -3 ∧ twoE 5 = 2 := by
  refine ⟨?_, ?_, ⟨?_, ?_, ?_, ?_⟩, rfl, rfl⟩
  · intro x y
    simp [twoH0, PiLp.inner_apply, Fin.sum_univ_two]
  · intro x y
    simp [twoV, PiLp.inner_apply, Fin.sum_univ_two, map_ofNat]
    ring
  · simp [twoPsi, EuclideanSpace.norm_eq, Fin.sum_univ_two]
  · intro k h1 h5
    interval_cases k <;> simp [twoPsi, PiLp.inner_apply, Fin.sum_univ_two]
  · ext i
    fin_cases i <;> simp [twoH0, twoPsi, twoE]
  · intro n hn
    have h4 : n ≤ 4 := by omega
    interval_cases n <;> ext i <;> fin_cases i <;>
      simp [twoH0, twoV, twoPsi, twoE, Finset.sum_range_succ] <;> norm_num

end

end WignerRuleFifthOrder
```

```lean
#print axioms WignerRuleFifthOrder.mixed_element_real
#print axioms WignerRuleFifthOrder.wigner_rule_two
```

```
'WignerRuleFifthOrder.mixed_element_real' depends on axioms: [propext, Classical.choice, Quot.sound]
'WignerRuleFifthOrder.wigner_rule_two' depends on axioms: [propext, Classical.choice, Quot.sound]
```

### Remarks on the proof

`order_projected` is the pair of projected equations. In each half the left side is folded into a single inner product, `h.order n hn` replaces the vector by the sum, and the sum and the scalars are pulled out again. The bra-side half uses `inner_smul_left`, which produces a conjugated scalar, and `Complex.conj_ofReal` removes the conjugate. This is where the type of `E` is used in the projections.

`energy_succ` is $E_{n+1}=W_{0n}$. Its step `h0` lets $H_0$ act to the left on $\psi_0$, `h1` removes the terms $k=0,\dots,n$ by `orth`, and `Finset.sum_range_succ` splits off $k=n+1$. Only the symmetry of $H_0$ is required here, not that of $V$.

`index_shift` names the two projections `a` and `b`, rewrites `b` with `hH` and `hV` so that both operators act on the ket, and subtracts with `linear_combination a - b`. The $k=0$ terms are left in both sums and cancel later.

In `energy_four`, `e` is $E_4=W_{03}$ and `s` is the shift at $(0,2)$. The first `simp only` writes out the sums and inserts $S_{03}=S_{10}=0$ and $S_{11}=\|\psi_1\|^2$. The second expands `shifted V (E 1)` into $W_{12}-E_1S_{12}$, and `linear_combination e - s` is the rearrangement done above. `mixed_element_real` writes the matrix element as the real number $E_4+E_2\|\psi_1\|^2$ cast to $\mathbb C$ and reads off the imaginary part.

In `wigner_rule_two`, `s1` and `s2` are the shifts at $(0,3)$ and $(1,2)$, and `r` is $S_{12}+S_{21}=2\operatorname{Re}S_{12}$. The closing `linear_combination e - s1 - s2 - (E 2 : ℂ) * r` adds the shifts and converts the bracket. The overlaps $S_{13}$, $S_{14}$ and $S_{23}$ stay as unknown complex numbers and cancel in the ring arithmetic.

`wigner_rule_two_witness` shows that `twoH0` and `twoV` are symmetric, that `twoE` and `twoPsi` form a solution through order $5$, and that $E_4=-3$ and $E_5=2$. The order equations are checked for $n=0,\dots,4$ in both components. Lean's components `x 0` and `x 1` are the first and second entries above. In this example $E_1=0$, so the shift $V-E_1$ is trivial, while the terms in $E_2$ and $E_3$ both contribute.

### Further remarks

The counter-examples, the alternative encodings and the computational recipe below are argued on paper and are not theorems of the file.

Symmetry of $V$ is needed. Keep $H_0=\operatorname{diag}(0,1)$ and take $V$ with rows $(0,2)$ and $(1,0)$. The lower eigenvalue of $H_0+\lambda V$ solves $E=E^2-2\lambda^2$, so $E_1=0$, $E_2=-2$, $E_3=0$ and $E_4=4$, all real. The corrections are $\psi_1=(0,-1)$, $\psi_2=0$ and $\psi_3=(0,2)$. The relation $E_4=\langle\psi_0,V\psi_3\rangle=4$ still holds, but the fourth-order formula gives $0-(-2)\cdot1=2$.

Intermediate normalisation is needed as well. In the symmetric two-level model multiply $\psi$ by $1+\lambda$, that is, set $\psi_0'=\psi_0$ and $\psi_k'=\psi_k+\psi_{k-1}$. The order equations still hold with the same energies. Now $\psi_1'=(1,-1)$ and $\psi_2'=(0,1)$, so $\langle\psi_1',V\psi_2'\rangle=-1$ and $\|\psi_1'\|^2=2$, and the formula gives $-1+2=1$ where $E_4=-3$.

One could have let the energies be complex, with `E` mapping into `ℂ`. The bra-side sums would then carry $\overline{E_k}$. In the three shifts used above, the only conjugated energies that multiply overlaps not forced to vanish are $E_0$ and $E_1$, and these are real as $\langle\psi_0,H_0\psi_0\rangle$ and $\langle\psi_0,V\psi_0\rangle$. The two formulas would survive with that extra step, and so would the reality of $\langle\psi_1,(V-E_1)\psi_2\rangle$, by a different argument: the order-$2$ equation projected on $\psi_2$ gives $\langle\psi_2,(V-E_1)\psi_1\rangle=-\langle\psi_2,(H_0-E_0)\psi_2\rangle$, which is real, and its complex conjugate is $\langle\psi_1,(V-E_1)\psi_2\rangle$. A second alternative uses Hermitian matrices with a non-degenerate $E_0$ and defines $\psi_{n+1}$ recursively through the inverse of $H_0-E_0$ on the complement of $\psi_0$. Existence of the solution would then be a result, at the price of finite dimension and non-degeneracy.

In a calculation with a non-degenerate $E_0$, one computes $E_1=\langle\psi_0,V\psi_0\rangle$, solves $(H_0-E_0)\psi_1=-(V-E_1)\psi_0$ in the complement of $\psi_0$, computes $E_2=\langle\psi_0,V\psi_1\rangle$, and solves $(H_0-E_0)\psi_2=-(V-E_1)\psi_1+E_2\psi_0$ in the same complement. One further application of the perturbation gives $w=(V-E_1)\psi_2$. Then $E_3=\langle\psi_0,w\rangle$, because $S_{02}=0$, and

$$E_4=\langle\psi_1,w\rangle-E_2\|\psi_1\|^2,\qquad E_5=\langle\psi_2,w\rangle-2E_2\operatorname{Re}\langle\psi_1,\psi_2\rangle-E_3\|\psi_1\|^2.$$

Two linear solves thus replace the four that $E_5=\langle\psi_0,V\psi_4\rangle$ would take. The products must conjugate the first argument, as NumPy's `vdot` does, and with complex vectors a vanishing imaginary part of $\langle\psi_1,w\rangle$ is a necessary condition on the second solve. It does not test $\psi_1$: whenever $\psi_2$ solves its equation in the complement of $\psi_0$ for the given $\psi_1$, right or wrong, $\langle\psi_1,w\rangle=-\langle\psi_2,(H_0-E_0)\psi_2\rangle$ is real.
